# A collinear final state of Compton scattering with photon energy w(E + P)/(E − P + 2w)

A free electron of mass m and momentum P along the z axis, with energy E = √(m² + P²) in units with c = 1, meets a photon of energy w > 0 travelling along negative z. Put W = w(E + P)/(E − P + 2w). The declaration states that a photon of momentum (0, 0, W) and an electron of momentum (0, 0, P − w − W) together have the same total momentum and energy as the incoming pair, and that the outgoing photon has energy W; it does not state that W is the largest energy possible. The attempt shows that 0 ≤ W ≤ E + w, finds the outgoing electron's energy to be E + w − W by comparing squares, and then checks the two conservation laws.

Lean 4 with Mathlib refuses this proof:

```lean
import Mathlib

namespace InverseCompton

noncomputable section

/-- The energy of a free particle of mass `m` and momentum `p`, in units with `c = 1`.
A photon has `m = 0`. -/
def energy (m : ℝ) (p : Fin 3 → ℝ) : ℝ :=
  √(m ^ 2 + p 0 ^ 2 + p 1 ^ 2 + p 2 ^ 2)

/-- A momentum along the beam axis with component `z`. -/
def axial (z : ℝ) : Fin 3 → ℝ := ![0, 0, z]

/-- The photon momentum `k` and electron momentum `p` conserve total momentum and energy in the
collision of an electron of momentum `P` along `z` with a photon of energy `w` along negative `z`.
-/
def IsFinalState (m P w : ℝ) (k p : Fin 3 → ℝ) : Prop :=
  k + p = axial P + axial (-w) ∧
    energy 0 k + energy m p = energy m (axial P) + energy 0 (axial (-w))

/-- The Compton edge `w (E + P) / (E - P + 2 w)`, with `E` the incoming electron energy. -/
def comptonEdge (m P w : ℝ) : ℝ :=
  w * (energy m (axial P) + P) / (energy m (axial P) - P + 2 * w)

/-- The mass-shell relation between energy and momentum. -/
theorem energy_sq (m : ℝ) (p : Fin 3 → ℝ) :
    energy m p ^ 2 = m ^ 2 + p 0 ^ 2 + p 1 ^ 2 + p 2 ^ 2 := by
  unfold energy
  exact Real.sq_sqrt (by positivity)

/-- The momentum component along the beam axis never exceeds the energy in magnitude. -/
theorem abs_le_energy (m : ℝ) (p : Fin 3 → ℝ) : |p 2| ≤ energy m p := by
  unfold energy
  apply Real.abs_le_sqrt
  linarith [sq_nonneg m, sq_nonneg (p 0), sq_nonneg (p 1)]

/-- The mass-shell relation for a particle moving along the beam axis. -/
theorem energy_axial_sq (m P : ℝ) : energy m (axial P) ^ 2 = m ^ 2 + P ^ 2 := by
  rw [energy_sq]
  simp [axial]

/-- The energy of a photon on the beam axis is the magnitude of its momentum. -/
theorem photon_energy_axial (z : ℝ) : energy 0 (axial z) = |z| := by
  simp [energy, axial, Real.sqrt_sq_eq_abs]

/-- With `W` the Compton edge, the photon momentum `(0, 0, W)` and the electron momentum `(0, 0, P -
w - W)` form a final state, and the photon energy is `W`. -/
theorem backscattering_attains_edge (m P w : ℝ) (hw : 0 < w) :
    IsFinalState m P w (axial (comptonEdge m P w)) (axial (P - w - comptonEdge m P w)) ∧
      energy 0 (axial (comptonEdge m P w)) = comptonEdge m P w := by
  have hP : |P| ≤ energy m (axial P) := abs_le_energy m (axial P)
  obtain ⟨hl, hr⟩ := abs_le.mp hP
  have hd : 0 < energy m (axial P) - P + 2 * w := by linarith
  have hW0 : 0 ≤ comptonEdge m P w :=
    div_nonneg (mul_nonneg hw.le (by linarith)) hd.le
  have hWd : comptonEdge m P w * (energy m (axial P) - P + 2 * w)
      = w * (energy m (axial P) + P) := div_mul_cancel₀ _ hd.ne'
  -- the energy left for the electron is not negative
  have hWle : comptonEdge m P w ≤ energy m (axial P) + w := by
    unfold comptonEdge
    rw [div_le_iff₀ hd]
    nlinarith [mul_nonneg (sub_nonneg.2 hr)
      (by linarith : 0 ≤ energy m (axial P) + 2 * w), sq_nonneg w]
  have he : energy m (axial (P - w - comptonEdge m P w))
      = energy m (axial P) + w - comptonEdge m P w := by
    refine (sq_eq_sq₀ (Real.sqrt_nonneg _) (by linarith)).mp ?_
    rw [energy_axial_sq]
    linear_combination 2 * hWd - energy_axial_sq m P
  have hγ : energy 0 (axial (comptonEdge m P w)) = comptonEdge m P w := by
    rw [photon_energy_axial, abs_of_nonneg hW0]
  refine ⟨⟨?_, ?_⟩, hγ⟩
  · ext i
    fin_cases i <;> simp [axial] <;> ring
  · rw [hγ, he, photon_energy_axial, abs_neg, abs_of_pos hw]
    ring

end

end InverseCompton
```

Messages:

```
Main.lean:68:8: error: Tactic `rewrite` failed: Did not find an occurrence of the pattern
  energy ?m (axial ?P) ^ 2
in the target expression
  √(m ^ 2 + axial (P - w - comptonEdge m P w) 0 ^ 2 + axial (P - w - comptonEdge m P w) 1 ^ 2 +
          axial (P - w - comptonEdge m P w) 2 ^ 2) ^
      2 =
    (energy m (axial P) + w - comptonEdge m P w) ^ 2

m P w : ℝ
hw : 0 < w
hP : |P| ≤ energy m (axial P)
hl : -energy m (axial P) ≤ P
hr : P ≤ energy m (axial P)
hd : 0 < energy m (axial P) - P + 2 * w
hW0 : 0 ≤ comptonEdge m P w
hWd : comptonEdge m P w * (energy m (axial P) - P + 2 * w) = w * (energy m (axial P) + P)
hWle : comptonEdge m P w ≤ energy m (axial P) + w
⊢ √(m ^ 2 + axial (P - w - comptonEdge m P w) 0 ^ 2 + axial (P - w - comptonEdge m P w) 1 ^ 2 +
          axial (P - w - comptonEdge m P w) 2 ^ 2) ^
      2 =
    (energy m (axial P) + w - comptonEdge m P w) ^ 2
```

Fix (accepted with no message):

```diff
@@ -65,5 +65,6 @@
   have he : energy m (axial (P - w - comptonEdge m P w))
       = energy m (axial P) + w - comptonEdge m P w := by
-    refine (sq_eq_sq₀ (Real.sqrt_nonneg _) (by linarith)).mp ?_
+    have hn : 0 ≤ energy m (axial (P - w - comptonEdge m P w)) := Real.sqrt_nonneg _
+    refine (sq_eq_sq₀ hn (by linarith)).mp ?_
     rw [energy_axial_sq]
     linear_combination 2 * hWd - energy_axial_sq m P
@@ -72,5 +73,6 @@
   refine ⟨⟨?_, ?_⟩, hγ⟩
   · ext i
-    fin_cases i <;> simp [axial] <;> ring
+    fin_cases i <;> simp [axial]
+    ring
   · rw [hγ, he, photon_energy_axial, abs_neg, abs_of_pos hw]
     ring
```

The message says that `rw [energy_axial_sq]` found no term of the form `energy ?m (axial ?P) ^ 2` in the goal. The goal did hold the square of the electron's energy, but written out as a square root. This comes from the line before, where `Real.sqrt_nonneg _` was given to `sq_eq_sq₀` as the proof that the left side is nonnegative. That proof is about a term `√_`, so `sq_eq_sq₀` took a square root as its left side, and Lean matched it with the electron's energy by unfolding `energy`. The new goal kept the unfolded form, and `rw` does not unfold an ordinary definition such as `energy` to find its pattern.

The repair first states the nonnegativity as `hn`, whose type is written with `energy`. `Real.sqrt_nonneg _` still proves it, since the two forms are equal by definition, but `sq_eq_sq₀ hn` now leaves a goal that contains `energy` itself, and the rewrite applies.

The other change, which puts `ring` on its own line after `simp [axial]`, is mere tidying: no message concerns that step.
